# No site-local static kernel cancels the soft-Coulomb self-interaction for every number-conserving density change on four or more distinct chain sites

On four sites at positions 1, 2, 3, 4 with the soft-Coulomb interaction $U_{ij}=1/\sqrt{1+(i-j)^2}$, no site-local adiabatic kernel removes one-electron self-interaction: no real diagonal matrix $F$ gives $d^T(U+F)d=0$ for every real $d$ with zero sum. A local kernel has one free number per site, and there are more pairs of sites than that, so I believe the claim. I would like to see it made rigorous and machine-checked in Lean 4 with Mathlib. Does it depend on having exactly four sites?

## Four density transfers that eliminate the kernel

The claim holds for every equally spaced chain of $n\ge 4$ sites with spacing $h\neq 0$, measured in units of the softening length. Whatever the local kernel, there is a pair of sites for which moving one unit of density from one to the other gives $|d^T(U+F)d|$ a value of at least $1/\sqrt{1+h^2}-1/\sqrt{1+4h^2}$, which is about 0.26 at $h=1$. Three sites are too few for such a result: there, for each symmetric interaction, exactly one local kernel makes the form vanish for every zero-sum $d$.

The condition comes from the exact functional. For one spin-polarised electron, the Hartree-exchange-correlation energy is zero at every density, so at a density that is positive on every site its second variation vanishes along every $d$ with $\sum_i d_i=0$. With a local kernel, twice the second-order energy is $d^T(U+F)d$, where $F$ is diagonal with entries $F_i$.

Number the sites from 0 and move one unit of density from site $j$ to site $i\ne j$. Then $d_i=1$, $d_j=-1$, and the form equals

$$E_{ij}=U_{ii}+U_{jj}+F_i+F_j-2U_{ij}.$$

In $E_{01}+E_{23}-E_{02}-E_{13}$, each of the sites 0 to 3 enters once with each sign, so all $F_i$ and $U_{ii}$ cancel. Write $a=1/\sqrt{1+h^2}$ for the nearest-neighbour interaction and $b=1/\sqrt{1+4h^2}$ for the next-nearest one. Then

$$E_{01}+E_{23}-E_{02}-E_{13}=-2(U_{01}+U_{23}-U_{02}-U_{13})=-4(a-b).$$

The four absolute values therefore add up to at least $4(a-b)$, and one of them is at least $a-b$. For $h\neq0$ this is positive, so no $F$ works.

The pair transfers also decide the general case. Suppose that all $E_{ij}$ vanish, and set $g_i=U_{ii}+F_i$. Then $(U+F)_{ij}=(g_i+g_j)/2$, on the diagonal too, and for zero-sum $d$

$$\sum_j (U+F)_{ij}d_j=\frac{g_i}{2}\sum_j d_j+\frac12\sum_j g_jd_j=\frac12\sum_j g_jd_j.$$

The induced potential is the same on every site, so its product with $d$ sums to zero. On three sites, the three equations $E_{ij}=0$ fix the three $F_i$; for example, $F_0=U_{01}+U_{02}-U_{12}-U_{00}$.

```lean
import Mathlib

open Matrix

namespace LocalKernelSelfInteraction

noncomputable section

variable {ι : Type*} [Fintype ι] [DecidableEq ι]

/-- The quadratic form of the interaction `U` plus a site-local static kernel `F`,
evaluated at the density change `d`. -/
def hxcForm (U : Matrix ι ι ℝ) (F d : ι → ℝ) : ℝ :=
  d ⬝ᵥ ((U + diagonal F) *ᵥ d)

/-- The local kernel `F` cancels the interaction `U` for every density change that
conserves the particle number. -/
def SelfInteractionFree (U : Matrix ι ι ℝ) (F : ι → ℝ) : Prop :=
  ∀ d : ι → ℝ, ∑ i, d i = 0 → hxcForm U F d = 0

/-- The density change that moves one unit of density from site `j` to site `i`. -/
def transfer (i j : ι) : ι → ℝ := Pi.single i 1 - Pi.single j 1

/-- The soft-Coulomb interaction on a chain of `n` sites with spacing `h`, in units of
the softening length. -/
def softCoulomb (n : ℕ) (h : ℝ) : Matrix (Fin n) (Fin n) ℝ :=
  Matrix.of fun i j => 1 / Real.sqrt (1 + (h * (((i : ℕ) : ℝ) - ((j : ℕ) : ℝ))) ^ 2)

/-- A transfer of density between two sites conserves the particle number. -/
theorem sum_transfer (i j : ι) : ∑ k, transfer i j k = 0 := by
  simp [transfer, Finset.sum_sub_distrib, Pi.single_apply]

/-- The quadratic form for a transfer between two different sites, in terms of the on-site
and intersite matrix elements. -/
theorem hxcForm_transfer {U : Matrix ι ι ℝ} (hU : U.IsSymm) (F : ι → ℝ) {i j : ι}
    (hij : i ≠ j) :
    hxcForm U F (transfer i j) = U i i + U j j + F i + F j - 2 * U i j := by
  have hs := hU.apply i j
  simp [hxcForm, transfer, Matrix.mulVec_sub, sub_dotProduct, dotProduct_sub,
    Matrix.add_apply, hij, hij.symm]
  linear_combination -hs

/-- A local kernel cancels a symmetric interaction for all number-conserving density changes
exactly when it satisfies one linear equation for each pair of different sites. -/
theorem selfInteractionFree_iff {U : Matrix ι ι ℝ} (hU : U.IsSymm) (F : ι → ℝ) :
    SelfInteractionFree U F ↔
      ∀ i j, i ≠ j → 2 * U i j = U i i + U j j + F i + F j := by
  constructor
  · intro h i j hij
    have h0 := h (transfer i j) (sum_transfer i j)
    rw [hxcForm_transfer hU F hij] at h0
    linarith
  · intro h d hd
    -- the total kernel is a sum of a function of `i` and a function of `j`
    have hM : ∀ i j, (U + diagonal F) i j = ((U i i + F i) + (U j j + F j)) / 2 := by
      intro i j
      by_cases hij : i = j
      · subst hij
        rw [Matrix.add_apply, Matrix.diagonal_apply_eq]
        ring
      · rw [Matrix.add_apply, Matrix.diagonal_apply_ne _ hij]
        linarith [h i j hij]
    -- hence the induced potential is constant in space
    have hpot : ∀ i, ((U + diagonal F) *ᵥ d) i = (∑ j, (U j j + F j) * d j) / 2 := by
      intro i
      calc ((U + diagonal F) *ᵥ d) i = ∑ j, (U + diagonal F) i j * d j := rfl
        _ = ∑ j, ((U i i + F i) / 2 * d j + (U j j + F j) * d j / 2) := by
            refine Finset.sum_congr rfl fun j _ => ?_
            rw [hM i j]
            ring
        _ = (∑ j, (U j j + F j) * d j) / 2 := by
            rw [Finset.sum_add_distrib, ← Finset.mul_sum, hd, ← Finset.sum_div]
            ring
    change ∑ i, d i * ((U + diagonal F) *ᵥ d) i = 0
    simp only [hpot]
    rw [← Finset.sum_mul, hd, zero_mul]

/-- The soft-Coulomb interaction is symmetric. -/
theorem softCoulomb_isSymm (n : ℕ) (h : ℝ) : (softCoulomb n h).IsSymm := by
  refine Matrix.IsSymm.ext fun i j => ?_
  have e : (h * (((j : ℕ) : ℝ) - ((i : ℕ) : ℝ))) ^ 2
      = (h * (((i : ℕ) : ℝ) - ((j : ℕ) : ℝ))) ^ 2 := by ring
  simp only [softCoulomb, Matrix.of_apply, e]

/-- On a soft-Coulomb chain of at least four sites, for every local kernel there is a transfer
between two different sites at which the absolute value of the quadratic form is no smaller than the
nearest-neighbour interaction minus the next-nearest-neighbour one. -/
theorem exists_transfer_error {n : ℕ} (hn : 4 ≤ n) (h : ℝ) (F : Fin n → ℝ) :
    ∃ i j, i ≠ j ∧ 1 / Real.sqrt (1 + h ^ 2) - 1 / Real.sqrt (1 + 4 * h ^ 2)
      ≤ |hxcForm (softCoulomb n h) F (transfer i j)| := by
  have val : ∀ (i j : Fin n) (r : ℝ), (h * (((i : ℕ) : ℝ) - ((j : ℕ) : ℝ))) ^ 2 = r →
      softCoulomb n h i j = 1 / Real.sqrt (1 + r) := by
    intro i j r hr
    simp only [softCoulomb, Matrix.of_apply, hr]
  have hS := softCoulomb_isSymm n h
  by_contra hcon
  have small : ∀ i j : Fin n, i ≠ j → |hxcForm (softCoulomb n h) F (transfer i j)|
      < 1 / Real.sqrt (1 + h ^ 2) - 1 / Real.sqrt (1 + 4 * h ^ 2) :=
    fun i j hij => lt_of_not_ge fun hle => hcon ⟨i, j, hij, hle⟩
  have n01 : (⟨0, by omega⟩ : Fin n) ≠ ⟨1, by omega⟩ := by simp
  have n23 : (⟨2, by omega⟩ : Fin n) ≠ ⟨3, by omega⟩ := by simp
  have n02 : (⟨0, by omega⟩ : Fin n) ≠ ⟨2, by omega⟩ := by simp
  have n13 : (⟨1, by omega⟩ : Fin n) ≠ ⟨3, by omega⟩ := by simp
  have b01 := abs_lt.mp (small _ _ n01)
  have b23 := abs_lt.mp (small _ _ n23)
  have b02 := abs_lt.mp (small _ _ n02)
  have b13 := abs_lt.mp (small _ _ n13)
  -- nearest-neighbour and next-nearest-neighbour matrix elements
  have u01 : softCoulomb n h ⟨0, by omega⟩ ⟨1, by omega⟩ = 1 / Real.sqrt (1 + h ^ 2) :=
    val _ _ _ (by
      show (h * (((0 : ℕ) : ℝ) - ((1 : ℕ) : ℝ))) ^ 2 = h ^ 2
      push_cast; ring)
  have u23 : softCoulomb n h ⟨2, by omega⟩ ⟨3, by omega⟩ = 1 / Real.sqrt (1 + h ^ 2) :=
    val _ _ _ (by
      show (h * (((2 : ℕ) : ℝ) - ((3 : ℕ) : ℝ))) ^ 2 = h ^ 2
      push_cast; ring)
  have u02 : softCoulomb n h ⟨0, by omega⟩ ⟨2, by omega⟩ = 1 / Real.sqrt (1 + 4 * h ^ 2) :=
    val _ _ _ (by
      show (h * (((0 : ℕ) : ℝ) - ((2 : ℕ) : ℝ))) ^ 2 = 4 * h ^ 2
      push_cast; ring)
  have u13 : softCoulomb n h ⟨1, by omega⟩ ⟨3, by omega⟩ = 1 / Real.sqrt (1 + 4 * h ^ 2) :=
    val _ _ _ (by
      show (h * (((1 : ℕ) : ℝ) - ((3 : ℕ) : ℝ))) ^ 2 = 4 * h ^ 2
      push_cast; ring)
  rw [hxcForm_transfer hS F n01, u01] at b01
  rw [hxcForm_transfer hS F n23, u23] at b23
  rw [hxcForm_transfer hS F n02, u02] at b02
  rw [hxcForm_transfer hS F n13, u13] at b13
  -- the local kernel drops out of this combination of the four transfers
  linarith [b01.1, b23.1, b02.2, b13.2]

/-- On a soft-Coulomb chain of at least four distinct sites, no site-local static kernel
cancels the interaction for all number-conserving density changes. -/
theorem no_local_kernel {n : ℕ} (hn : 4 ≤ n) {h : ℝ} (hh : h ≠ 0) :
    ¬ ∃ F : Fin n → ℝ, SelfInteractionFree (softCoulomb n h) F := by
  rintro ⟨F, hF⟩
  obtain ⟨i, j, _, hle⟩ := exists_transfer_error hn h F
  rw [hF _ (sum_transfer i j), abs_zero] at hle
  have hpos : 0 < h ^ 2 := by positivity
  have hlt : 1 / Real.sqrt (1 + 4 * h ^ 2) < 1 / Real.sqrt (1 + h ^ 2) :=
    one_div_lt_one_div_of_lt (Real.sqrt_pos.mpr (by linarith))
      (Real.sqrt_lt_sqrt (by linarith) (by linarith))
  linarith

/-- For four sites at unit spacing, no real diagonal matrix added to the soft-Coulomb matrix
makes the quadratic form vanish on all vectors of zero sum. -/
theorem four_site_no_local_kernel :
    ¬ ∃ F : Fin 4 → ℝ, ∀ d : Fin 4 → ℝ, ∑ i, d i = 0 →
      d ⬝ᵥ (((Matrix.of fun i j : Fin 4 =>
        1 / Real.sqrt (1 + (((i : ℕ) : ℝ) - ((j : ℕ) : ℝ)) ^ 2)) + diagonal F) *ᵥ d) = 0 := by
  rintro ⟨F, hF⟩
  refine no_local_kernel (le_refl 4) (one_ne_zero (α := ℝ)) ⟨F, fun d hd => ?_⟩
  have e : softCoulomb 4 1 = Matrix.of fun i j : Fin 4 =>
      1 / Real.sqrt (1 + (((i : ℕ) : ℝ) - ((j : ℕ) : ℝ)) ^ 2) := by
    ext i j
    simp only [softCoulomb, Matrix.of_apply, one_mul]
  unfold hxcForm
  rw [e]
  exact hF d hd

/-- On three sites, every symmetric interaction is cancelled for all number-conserving density
changes by exactly one local kernel, given here explicitly. -/
theorem three_site_local_kernel {U : Matrix (Fin 3) (Fin 3) ℝ} (hU : U.IsSymm)
    (F : Fin 3 → ℝ) :
    SelfInteractionFree U F ↔
      F 0 = U 0 1 + U 0 2 - U 1 2 - U 0 0 ∧
      F 1 = U 0 1 + U 1 2 - U 0 2 - U 1 1 ∧
      F 2 = U 0 2 + U 1 2 - U 0 1 - U 2 2 := by
  rw [selfInteractionFree_iff hU]
  constructor
  · intro h
    have h01 := h 0 1 (by decide)
    have h02 := h 0 2 (by decide)
    have h12 := h 1 2 (by decide)
    exact ⟨by linarith, by linarith, by linarith⟩
  · rintro ⟨h0, h1, h2⟩ i j hij
    have s01 := hU.apply 0 1
    have s02 := hU.apply 0 2
    have s12 := hU.apply 1 2
    fin_cases i <;> fin_cases j <;> first
      | exact absurd rfl hij
      | (show 2 * U 0 1 = U 0 0 + U 1 1 + F 0 + F 1; linarith)
      | (show 2 * U 0 2 = U 0 0 + U 2 2 + F 0 + F 2; linarith)
      | (show 2 * U 1 2 = U 1 1 + U 2 2 + F 1 + F 2; linarith)
      | (show 2 * U 1 0 = U 1 1 + U 0 0 + F 1 + F 0; linarith)
      | (show 2 * U 2 0 = U 2 2 + U 0 0 + F 2 + F 0; linarith)
      | (show 2 * U 2 1 = U 2 2 + U 1 1 + F 2 + F 1; linarith)

end

end LocalKernelSelfInteraction
```

```lean
#print axioms LocalKernelSelfInteraction.no_local_kernel
#print axioms LocalKernelSelfInteraction.four_site_no_local_kernel
#print axioms LocalKernelSelfInteraction.three_site_local_kernel
```

```
'LocalKernelSelfInteraction.no_local_kernel' depends on axioms: [propext, Classical.choice, Quot.sound]
'LocalKernelSelfInteraction.four_site_no_local_kernel' depends on axioms: [propext, Classical.choice, Quot.sound]
'LocalKernelSelfInteraction.three_site_local_kernel' depends on axioms: [propext, Classical.choice, Quot.sound]
```

## What the theorems say about the kernel

`hxcForm U F d` is $d^T(U+F)d$, with `F` stored as a function on sites and turned into a matrix by `diagonal F`. `SelfInteractionFree U F` says that this form vanishes for all zero-sum `d`. `four_site_no_local_kernel` is your statement with the matrix written out; its indices run from 0 to 3, which changes nothing because only differences of positions enter. `no_local_kernel` is the version for $n\ge4$ and $h\ne0$.

Since `F` is arbitrary, it may come from any reference density. For one electron on this finite chain, the result therefore limits adiabatic local-density kernels in linear-response calculations. It covers neither kernels that couple different sites nor the continuum limit, and a particular `F` may still cancel the form for particular `d`. The one-electron condition itself is the physical input, not something derived in the file.

## How the proof follows the algebra

`hxcForm_transfer` computes $E_{ij}$, using the symmetry of `U` to merge the two off-diagonal terms. `selfInteractionFree_iff` proves the pair criterion: `hM` is the formula with $g_i$ and `hpot` the constant potential.

`exists_transfer_error` argues by contradiction. If $|E_{ij}|$ were below $a-b$ for every pair of different sites, the lower bounds on $E_{01}$ and $E_{23}$ and the upper bounds on $E_{02}$ and $E_{13}$ would contradict the identity above, which the last `linarith` detects. `no_local_kernel` adds $b<a$ from the monotonicity of the square root, and the four-site theorem sets $h=1$. `three_site_local_kernel` solves the pair equations in one direction and checks every pair in the other.
